# The two-by-two matrix of a Dirac-type Hamiltonian between a purely upper and a purely lower state

The theorem `compression_dirac` concerns a finite-dimensional Hamiltonian with diagonal blocks m and −m times the identity, and off-diagonal blocks bU and its adjoint, where m and b are real and U is any complex square matrix. Its matrix elements are taken between two normalised trial states, one with only an upper component u and the other with only a lower component v. The result is a two-by-two matrix with diagonal m, −m, upper-right element b⟨u, Uv⟩, and lower-left element b times the complex conjugate of ⟨u, Uv⟩. The proof first shows how the adjoint of U moves across the inner product and how an inner product splits into upper and lower parts, then checks the four elements one by one.

As first written in Lean, the proof fails:

```lean
import Mathlib

open Matrix

namespace DiracVariationalCollapse

noncomputable section

variable {n : Type*} [Fintype n] [DecidableEq n]

/-- The Dirac-type Hamiltonian with mass `m` and upper-lower coupling `b U`. -/
def dirac (m b : ℝ) (U : Matrix n n ℂ) : Matrix (n ⊕ n) (n ⊕ n) ℂ :=
  fromBlocks ((m : ℂ) • 1) ((b : ℂ) • U) ((b : ℂ) • U)ᴴ (-((m : ℂ) • 1))

/-- The matrix elements of `H` between the members of a trial family `x`. -/
def compression {N κ : Type*} [Fintype N] (H : Matrix N N ℂ) (x : κ → N → ℂ) :
    Matrix κ κ ℂ :=
  Matrix.of fun i j => star (x i) ⬝ᵥ (H *ᵥ x j)

/-- The trial family made of one purely upper vector `u` and one purely lower vector `v`. -/
def trial (u v : n → ℂ) : Fin 2 → (n ⊕ n) → ℂ :=
  ![Sum.elim u (0 : n → ℂ), Sum.elim (0 : n → ℂ) v]

/-- The action of the Hamiltonian on the upper and lower components of a state. -/
theorem dirac_mulVec (m b : ℝ) (U : Matrix n n ℂ) (p q : n → ℂ) :
    dirac m b U *ᵥ Sum.elim p q =
      Sum.elim ((m : ℂ) • p + (b : ℂ) • (U *ᵥ q)) ((b : ℂ) • (Uᴴ *ᵥ p) - (m : ℂ) • q) := by
  have hB : ((b : ℂ) • U)ᴴ = (b : ℂ) • Uᴴ := by simp [conjTranspose_smul]
  rw [dirac, hB, fromBlocks_mulVec]
  simp only [Sum.elim_comp_inl, Sum.elim_comp_inr, smul_mulVec, neg_mulVec, one_mulVec,
    sub_eq_add_neg]

/-- For normalised `u` and `v` the compressed Hamiltonian has diagonal `m, -m` and off-diagonal
elements `b` times the overlap of `u` with `U v` (upper right) and `b` times its complex conjugate
(lower left). -/
theorem compression_dirac (m b : ℝ) (U : Matrix n n ℂ) {u v : n → ℂ}
    (hu : star u ⬝ᵥ u = 1) (hv : star v ⬝ᵥ v = 1) :
    compression (dirac m b U) (trial u v) =
      !![(m : ℂ), b * (star u ⬝ᵥ (U *ᵥ v)); b * star (star u ⬝ᵥ (U *ᵥ v)), -(m : ℂ)] := by
  have hadj : star v ⬝ᵥ (Uᴴ *ᵥ u) = star (star u ⬝ᵥ (U *ᵥ v)) := by
    rw [Matrix.star_dotProduct, star_mulVec, conjTranspose_conjTranspose,
      ← Matrix.dotProduct_mulVec]
  have hdot : ∀ a c p q : n → ℂ,
      star (Sum.elim a c) ⬝ᵥ Sum.elim p q = star a ⬝ᵥ p + star c ⬝ᵥ q := by
    intro a c p q
    simp [dotProduct, Fintype.sum_sum_type]
  ext i j
  fin_cases i <;> fin_cases j
  · change star (Sum.elim u (0 : n → ℂ)) ⬝ᵥ (dirac m b U *ᵥ Sum.elim u (0 : n → ℂ)) = (m : ℂ)
    rw [dirac_mulVec, hdot]
    simp only [mulVec_zero, smul_zero, add_zero, star_zero, zero_dotProduct,
      dotProduct_smul, smul_eq_mul, hu, mul_one]
  · change star (Sum.elim u (0 : n → ℂ)) ⬝ᵥ (dirac m b U *ᵥ Sum.elim (0 : n → ℂ) v) =
      b * (star u ⬝ᵥ (U *ᵥ v))
    rw [dirac_mulVec, hdot]
    simp only [smul_zero, zero_add, add_zero, star_zero, zero_dotProduct,
      dotProduct_smul, smul_eq_mul]
  · change star (Sum.elim (0 : n → ℂ) v) ⬝ᵥ (dirac m b U *ᵥ Sum.elim u (0 : n → ℂ)) =
      b * star (star u ⬝ᵥ (U *ᵥ v))
    rw [dirac_mulVec, hdot]
    simp only [smul_zero, zero_add, sub_zero, star_zero, zero_dotProduct,
      dotProduct_smul, smul_eq_mul, hadj]
  · change star (Sum.elim (0 : n → ℂ) v) ⬝ᵥ (dirac m b U *ᵥ Sum.elim (0 : n → ℂ) v) = -(m : ℂ)
    rw [dirac_mulVec, hdot]
    simp only [mulVec_zero, smul_zero, zero_add, zero_sub, star_zero, zero_dotProduct,
      dotProduct_neg, dotProduct_smul, smul_eq_mul, hv, mul_one]

end

end DiracVariationalCollapse
```

Messages:

```
Main.lean:63:2: error: unsolved goals
case «1».«1»
n : Type u_1
inst✝¹ : Fintype n
inst✝ : DecidableEq n
m b : ℝ
U : Matrix n n ℂ
u v : n → ℂ
hu : star u ⬝ᵥ u = 1
hv : star v ⬝ᵥ v = 1
hadj : star v ⬝ᵥ Uᴴ *ᵥ u = star (star u ⬝ᵥ U *ᵥ v)
hdot : ∀ (a c p q : n → ℂ), star (a ⊕ᵥ c) ⬝ᵥ (p ⊕ᵥ q) = star a ⬝ᵥ p + star c ⬝ᵥ q
⊢ ↑b * 0 + -↑m = -↑m
```

Only the last element, the lower state with itself, fails. Lean reports that `↑b * 0 + -↑m = -↑m` is still to be proved. The term `-↑m` is the wanted value; the other is what remains of the upper components' contribution.

There the left vector is zero, and `smul_zero` and `zero_add` reduce the right one to the single multiple `b • (U *ᵥ v)`. Two lemmas in the `simp only` list then fit the product: `zero_dotProduct`, which would make it zero at once, and `dotProduct_smul`, which takes the factor `b` outside. The remaining `↑b * 0` shows that the second was used. `smul_eq_mul` turned the scalar action into ordinary multiplication, so `smul_zero` no longer applied, and the list had no rule for a product with zero.

The repair adds that rule, `mul_zero`. It turns `↑b * 0` into `0`, the `zero_add` already in the list removes the zero, and the two sides agree.

Fix (accepted with no message):

```diff
@@ -64,5 +64,5 @@
     rw [dirac_mulVec, hdot]
     simp only [mulVec_zero, smul_zero, zero_add, zero_sub, star_zero, zero_dotProduct,
-      dotProduct_neg, dotProduct_smul, smul_eq_mul, hv, mul_one]
+      dotProduct_neg, dotProduct_smul, smul_eq_mul, hv, mul_one, mul_zero]
 
 end
```
